# Curvature of a one-dimensional density matrix and its square about the midpoint

The density matrix is modelled here as a finite sum over real orbitals on the line, $\gamma(x,y)=\sum_i f_i\,\phi_i(x)\phi_i(y)$ with real occupations $f_i$, and not as a general function of two variables. If the orbitals are twice differentiable, the curvature of $\gamma$ and of $\gamma^2$, as two points separate symmetrically about $R$, follows from the density, its second derivative and the kinetic energy density at $R$.

```lean
import Mathlib

open Filter Topology

namespace ExchangeHoleCurvature

noncomputable section

variable {ι : Type*} [Fintype ι]

/-- The one-particle density matrix `γ(x,y) = ∑ f_i φ_i(x) φ_i(y)` of real orbitals `φ_i`
with occupations `f_i`. -/
def densityMatrix (f : ι → ℝ) (φ : ι → ℝ → ℝ) (x y : ℝ) : ℝ :=
  ∑ i, f i * (φ i x * φ i y)

/-- The particle density `n(x) = γ(x,x)`. -/
def density (f : ι → ℝ) (φ : ι → ℝ → ℝ) (x : ℝ) : ℝ := densityMatrix f φ x x

/-- The kinetic energy density `τ(x) = (1/2) ∑ f_i φ_i'(x)^2`, in atomic units. -/
def kineticDensity (f : ι → ℝ) (φ : ι → ℝ → ℝ) (x : ℝ) : ℝ :=
  1 / 2 * ∑ i, f i * deriv (φ i) x ^ 2

/-- The density matrix at separation `s`, with the two points at `R + a s` and
`R - (1 - a) s`. -/
def splitProfile (f : ι → ℝ) (φ : ι → ℝ → ℝ) (a R s : ℝ) : ℝ :=
  densityMatrix f φ (R + a * s) (R - (1 - a) * s)

/-- The density matrix at separation `s` about the midpoint `R`:
`g(s) = γ(R + s/2, R - s/2)`. -/
def midpointProfile (f : ι → ℝ) (φ : ι → ℝ → ℝ) (R s : ℝ) : ℝ :=
  densityMatrix f φ (R + s / 2) (R - s / 2)

/-- The derivative with respect to the separation of a product of two differentiable
functions, taken at `R + a s` and `R - (1 - a) s`. -/
theorem hasDerivAt_pair {u v : ℝ → ℝ} (hu : Differentiable ℝ u) (hv : Differentiable ℝ v)
    (a R s : ℝ) :
    HasDerivAt (fun t => u (R + a * t) * v (R - (1 - a) * t))
      (a * (deriv u (R + a * s) * v (R - (1 - a) * s))
        - (1 - a) * (u (R + a * s) * deriv v (R - (1 - a) * s))) s := by
  have h1 : HasDerivAt (fun t : ℝ => R + a * t) a s :=
    (((hasDerivAt_id' s).const_mul a).const_add R).congr_deriv (by ring)
  have h2 : HasDerivAt (fun t : ℝ => R - (1 - a) * t) (-(1 - a)) s :=
    (((hasDerivAt_id' s).const_mul (1 - a)).const_sub R).congr_deriv (by ring)
  have h3 : HasDerivAt (fun t => u (R + a * t)) (deriv u (R + a * s) * a) s :=
    HasDerivAt.comp s (hu (R + a * s)).hasDerivAt h1
  have h4 : HasDerivAt (fun t => v (R - (1 - a) * t))
      (deriv v (R - (1 - a) * s) * (-(1 - a))) s :=
    HasDerivAt.comp s (hv (R - (1 - a) * s)).hasDerivAt h2
  exact (h3.fun_mul h4).congr_deriv (by ring)

/-- For differentiable orbitals, the density has the derivative
`n' = ∑ f_i (φ_i' φ_i + φ_i φ_i')`. -/
theorem hasDerivAt_density (f : ι → ℝ) {φ : ι → ℝ → ℝ}
    (hφ : ∀ i, Differentiable ℝ (φ i)) (x : ℝ) :
    HasDerivAt (density f φ)
      (∑ i, f i * (deriv (φ i) x * φ i x + φ i x * deriv (φ i) x)) x :=
  HasDerivAt.fun_sum (u := Finset.univ) fun i _ =>
    ((hφ i x).hasDerivAt.fun_mul (hφ i x).hasDerivAt).const_mul (f i)

/-- For differentiable orbitals, the density matrix has the slope `(a - 1/2) n'(R)` at zero
separation when the two points are `R + a s` and `R - (1 - a) s`. -/
theorem split_slope (f : ι → ℝ) {φ : ι → ℝ → ℝ}
    (hφ : ∀ i, Differentiable ℝ (φ i)) (a R : ℝ) :
    HasDerivAt (splitProfile f φ a R) ((a - 1 / 2) * deriv (density f φ) R) 0 := by
  have h : HasDerivAt (splitProfile f φ a R) _ 0 :=
    HasDerivAt.fun_sum (u := Finset.univ) fun i _ =>
      (hasDerivAt_pair (hφ i) (hφ i) a R 0).const_mul (f i)
  refine h.congr_deriv ?_
  rw [(hasDerivAt_density f hφ R).deriv]
  simp only [Finset.mul_sum, mul_zero, add_zero, sub_zero]
  exact Finset.sum_congr rfl fun i _ => by ring

/-- For differentiable orbitals and a point `R` where the density has a nonzero gradient, the
term linear in the separation vanishes exactly when `R` is the midpoint of the pair. -/
theorem slope_zero_iff_midpoint (f : ι → ℝ) {φ : ι → ℝ → ℝ}
    (hφ : ∀ i, Differentiable ℝ (φ i)) (a R : ℝ) (hn : deriv (density f φ) R ≠ 0) :
    deriv (splitProfile f φ a R) 0 = 0 ↔ a = 1 / 2 := by
  rw [(split_slope f hφ a R).deriv, mul_eq_zero, or_iff_left hn, sub_eq_zero]

/-- For twice differentiable orbitals, the density matrix has the curvature
`(a^2 + (1 - a)^2) n''(R) / 2 - 2 τ(R)` at zero separation when the two points are
`R + a s` and `R - (1 - a) s`. -/
theorem split_curvature (f : ι → ℝ) {φ : ι → ℝ → ℝ} (hφ : ∀ i, Differentiable ℝ (φ i))
    (hφ' : ∀ i, Differentiable ℝ (deriv (φ i))) (a R : ℝ) :
    HasDerivAt (deriv (splitProfile f φ a R))
      ((a ^ 2 + (1 - a) ^ 2) / 2 * deriv (deriv (density f φ)) R
        - 2 * kineticDensity f φ R) 0 := by
  -- the first derivative at every separation
  have e : deriv (splitProfile f φ a R) = fun s => ∑ i, f i *
      (a * (deriv (φ i) (R + a * s) * φ i (R - (1 - a) * s))
        - (1 - a) * (φ i (R + a * s) * deriv (φ i) (R - (1 - a) * s))) := by
    funext s
    have h : HasDerivAt (splitProfile f φ a R) _ s :=
      HasDerivAt.fun_sum (u := Finset.univ) fun i _ =>
        (hasDerivAt_pair (hφ i) (hφ i) a R s).const_mul (f i)
    exact h.deriv
  -- the second derivative of the density
  have en : deriv (density f φ) = fun x =>
      ∑ i, f i * (deriv (φ i) x * φ i x + φ i x * deriv (φ i) x) :=
    funext fun x => (hasDerivAt_density f hφ x).deriv
  have hn := HasDerivAt.fun_sum (u := Finset.univ) fun i _ =>
    (((hφ' i R).hasDerivAt.fun_mul (hφ i R).hasDerivAt).fun_add
      ((hφ i R).hasDerivAt.fun_mul (hφ' i R).hasDerivAt)).const_mul (f i)
  have hg := HasDerivAt.fun_sum (u := Finset.univ) fun i _ =>
    (((hasDerivAt_pair (hφ' i) (hφ i) a R 0).const_mul a).fun_sub
      ((hasDerivAt_pair (hφ i) (hφ' i) a R 0).const_mul (1 - a))).const_mul (f i)
  rw [e, en, hn.deriv]
  refine hg.congr_deriv ?_
  simp only [kineticDensity, Finset.mul_sum, ← Finset.sum_sub_distrib, mul_zero, add_zero,
    sub_zero]
  exact Finset.sum_congr rfl fun i _ => by ring

/-- For twice differentiable orbitals, `g(s) = γ(R + s/2, R - s/2)` has `g(0) = n(R)`,
`g'(0) = 0` and `g''(0) = n''(R)/4 - 2 τ(R)`. -/
theorem midpoint_expansion (f : ι → ℝ) {φ : ι → ℝ → ℝ} (hφ : ∀ i, Differentiable ℝ (φ i))
    (hφ' : ∀ i, Differentiable ℝ (deriv (φ i))) (R : ℝ) :
    midpointProfile f φ R 0 = density f φ R ∧
    HasDerivAt (midpointProfile f φ R) 0 0 ∧
    HasDerivAt (deriv (midpointProfile f φ R))
      (deriv (deriv (density f φ)) R / 4 - 2 * kineticDensity f φ R) 0 := by
  have e : midpointProfile f φ R = splitProfile f φ (1 / 2) R := by
    funext s
    unfold midpointProfile splitProfile
    rw [show R + 1 / 2 * s = R + s / 2 by ring,
      show R - (1 - 1 / 2) * s = R - s / 2 by ring]
  refine ⟨by simp [midpointProfile, density], ?_, ?_⟩
  · rw [e]
    exact (split_slope f hφ (1 / 2) R).congr_deriv (by ring)
  · rw [e]
    exact (split_curvature f hφ hφ' (1 / 2) R).congr_deriv (by ring)

/-- For twice differentiable orbitals, the squared density matrix about the midpoint `R` has
the curvature `(g^2)''(0) = 2 n (n''/4 - 2 τ)`, and
`(g(s)^2 - n^2) / s^2` tends to `n (n''/4 - 2 τ)` as `s → 0`, all at `R`. -/
theorem exchange_curvature (f : ι → ℝ) {φ : ι → ℝ → ℝ} (hφ : ∀ i, Differentiable ℝ (φ i))
    (hφ' : ∀ i, Differentiable ℝ (deriv (φ i))) (R : ℝ) :
    HasDerivAt (deriv fun s => midpointProfile f φ R s ^ 2)
      (2 * density f φ R *
        (deriv (deriv (density f φ)) R / 4 - 2 * kineticDensity f φ R)) 0 ∧
    Tendsto (fun s => (midpointProfile f φ R s ^ 2 - density f φ R ^ 2) / s ^ 2) (𝓝[≠] 0)
      (𝓝 (density f φ R *
        (deriv (deriv (density f φ)) R / 4 - 2 * kineticDensity f φ R))) := by
  obtain ⟨g0, g1, g2⟩ := midpoint_expansion f hφ hφ' R
  have hd : Differentiable ℝ (midpointProfile f φ R) := by
    unfold midpointProfile densityMatrix
    intro s
    have h : HasDerivAt (fun t => ∑ i, f i * (φ i (R + t / 2) * φ i (R - t / 2))) _ s :=
      HasDerivAt.fun_sum (u := Finset.univ) fun i _ =>
        ((HasDerivAt.comp s (hφ i (R + s / 2)).hasDerivAt
          (((hasDerivAt_id' s).div_const 2).const_add R)).mul
        (HasDerivAt.comp s (hφ i (R - s / 2)).hasDerivAt
          (((hasDerivAt_id' s).div_const 2).const_sub R))).const_mul (f i)
    exact h.differentiableAt
  have hsq : ∀ s, HasDerivAt (fun t => midpointProfile f φ R t ^ 2)
      (2 * midpointProfile f φ R s * deriv (midpointProfile f φ R) s) s := fun s =>
    ((hd s).hasDerivAt.fun_pow 2).congr_deriv (by norm_num)
  have e : (deriv fun s => midpointProfile f φ R s ^ 2) =
      fun s => 2 * midpointProfile f φ R s * deriv (midpointProfile f φ R) s :=
    funext fun s => (hsq s).deriv
  -- the product rule at zero separation, where the slope of `g` vanishes
  have h2 : HasDerivAt
      (fun s => 2 * midpointProfile f φ R s * deriv (midpointProfile f φ R) s)
      (2 * density f φ R *
        (deriv (deriv (density f φ)) R / 4 - 2 * kineticDensity f φ R)) 0 := by
    refine ((g1.const_mul 2).fun_mul g2).congr_deriv ?_
    rw [g0]
    ring
  refine ⟨by rw [e]; exact h2, ?_⟩
  -- l'Hôpital's rule reduces the limit to the derivative just found
  refine HasDerivAt.lhopital_zero_nhdsNE
    (f' := fun s => 2 * midpointProfile f φ R s * deriv (midpointProfile f φ R) s)
    (g' := fun s => 2 * s) ?_ ?_ ?_ ?_ ?_ ?_
  · exact Eventually.of_forall fun s => (hsq s).sub_const _
  · exact Eventually.of_forall fun s => by simpa using hasDerivAt_pow 2 s
  · filter_upwards [self_mem_nhdsWithin] with s hs
    exact mul_ne_zero two_ne_zero hs
  · have h : Tendsto (fun s => midpointProfile f φ R s ^ 2 - density f φ R ^ 2) (𝓝 0)
        (𝓝 (midpointProfile f φ R 0 ^ 2 - density f φ R ^ 2)) :=
      ((hsq 0).sub_const _).continuousAt
    rw [g0, sub_self] at h
    exact h.mono_left nhdsWithin_le_nhds
  · have h : Tendsto (fun s : ℝ => s ^ 2) (𝓝 0) (𝓝 (0 ^ 2)) := (continuous_pow 2).tendsto 0
    rw [zero_pow two_ne_zero] at h
    exact h.mono_left nhdsWithin_le_nhds
  · have h := (hasDerivAt_iff_tendsto_slope.mp h2).div_const 2
    rw [mul_assoc, mul_div_cancel_left₀ _ (two_ne_zero' ℝ)] at h
    refine h.congr fun s => ?_
    simp only [slope_def_field, g1.deriv, mul_zero, sub_zero]
    rw [div_div, mul_comm s 2]

end

end ExchangeHoleCurvature
```

```lean
#print axioms ExchangeHoleCurvature.slope_zero_iff_midpoint
-- 'ExchangeHoleCurvature.slope_zero_iff_midpoint' depends on axioms: [propext, Classical.choice, Quot.sound]
#print axioms ExchangeHoleCurvature.exchange_curvature
-- 'ExchangeHoleCurvature.exchange_curvature' depends on axioms: [propext, Classical.choice, Quot.sound]
```

## The quantities and their Lean names

The index $i$ runs over a finite type `ι`. The density is the diagonal $n(x)=\gamma(x,x)=\sum_i f_i\phi_i(x)^2$, written `density f φ`. The kinetic energy density, `kineticDensity f φ`, is

$$\tau(x)=\tfrac12\sum_i f_i\,\phi_i'(x)^2 ,$$

in atomic units and in its positive-gradient form, so that for unit occupations $2\tau=\sum_i\phi_i'^2$.

Two functions of the separation $s$ appear. The midpoint profile `midpointProfile f φ R` is $g(s)=\gamma(R+s/2,\,R-s/2)$. The more general `splitProfile f φ a R` is $g_a(s)=\gamma(R+as,\,R-(1-a)s)$. The points are a distance $|s|$ apart for every real $a$, which says where $R$ lies relative to them: $a=\tfrac12$ puts it at the midpoint, and $a=1$ puts it at the second point.

The hypotheses `hφ` and `hφ'` say that each orbital and its first derivative are differentiable on the whole line. Continuity of $\phi_i''$ is not required. Nor are the orbitals assumed orthogonal or normalised, and the occupations may be any real numbers.

## What the theorems say

`HasDerivAt F c x` means that $F$ is differentiable at $x$ with derivative $c$. Applied to `deriv F`, it is a statement about the second derivative.

- `split_slope` gives $g_a'(0)=(a-\tfrac12)\,n'(R)$ and needs only `hφ`.
- `slope_zero_iff_midpoint` adds the hypothesis $n'(R)\neq0$ and concludes that $g_a'(0)=0$ exactly when $a=\tfrac12$. At a stationary point of the density, every $a$ gives zero slope.
- `split_curvature` gives $g_a''(0)=\tfrac12\left(a^2+(1-a)^2\right)n''(R)-2\tau(R)$.
- `midpoint_expansion` collects the case $a=\tfrac12$: $g(0)=n(R)$, $g'(0)=0$ and $g''(0)=n''(R)/4-2\tau(R)$.
- `exchange_curvature` gives, with all densities at $R$,

$$(g^2)''(0)=2n\left(\frac{n''}{4}-2\tau\right),\qquad \lim_{s\to0}\frac{g(s)^2-n^2}{s^2}=n\left(\frac{n''}{4}-2\tau\right).$$

In the limit, `𝓝[≠] 0` means that $s$ approaches zero without being equal to it.

For the orthonormal occupied orbitals of one spin in a single determinant, with $f_i=1$, the exchange hole is $-\gamma(x,y)^2/n(x)$, so the last theorem describes the short-range behaviour of the factor $\gamma(x,y)^2$ in this one-dimensional model with real orbitals. It holds the midpoint of $x$ and $y$ fixed, and so does not give the curvature of the hole around a fixed reference point $x$.

Both restrictions on the orbitals matter. For the complex plane wave $e^{ikx}$ with $k\neq0$ (an idealised orbital, not normalisable on the whole line), with the second factor conjugated, the profile is $e^{iks}$, whose slope at zero is $ik$. For the real orbital $e^{-|x|}$, which has no derivative at the origin, the profile about $R=0$ is $e^{-|s|}$, which has a cusp. Orbitals with such a kink, as at a point-like attractive potential, do not satisfy `hφ`.

## The derivation by hand

For two differentiable functions $u$ and $v$, the chain and product rules give

$$\frac{d}{ds}\,u(R+as)\,v(R-(1-a)s)=a\,u'v-(1-a)\,u\,v',$$

where $u,u'$ are taken at $R+as$ and $v,v'$ at $R-(1-a)s$. Setting $u=v=\phi_i$ and $s=0$ and summing over orbitals,

$$g_a'(0)=(2a-1)\sum_i f_i\phi_i\phi_i'=(a-\tfrac12)\,n'(R),$$

because $n'=2\sum_i f_i\phi_i\phi_i'$. Applying the same rule to each of the two terms in the first derivative gives

$$g_a''(0)=\left(a^2+(1-a)^2\right)\sum_i f_i\phi_i\phi_i''-2a(1-a)\sum_i f_i\phi_i'^2 .$$

The second derivative of the density is $n''=2\sum_i f_i(\phi_i'^2+\phi_i\phi_i'')$, so $\sum_i f_i\phi_i\phi_i''=n''/2-2\tau$. After substitution, the coefficient of $-2\tau$ is $a^2+(1-a)^2+2a(1-a)=1$, whatever the value of $a$. This leaves

$$g_a''(0)=\frac{a^2+(1-a)^2}{2}\,n''-2\tau,$$

which becomes $n''/4-2\tau$ at the midpoint.

For the square, $(g^2)'=2gg'$ and $(g^2)''=2g'^2+2gg''$. At $s=0$ the first term vanishes and $g=n$, which gives the stated curvature. In the limit, both $g(s)^2-n^2$ and $s^2$ tend to zero. L'Hôpital's rule replaces their ratio by $2g(s)g'(s)/(2s)$. Since $2gg'$ vanishes at zero, this is half its difference quotient there, and it tends to $\tfrac12(g^2)''(0)$.

## How Lean carries out the differentiation

`hasDerivAt_pair` is the product formula above: `HasDerivAt.comp` supplies the chain rule for each factor, `fun_mul` the product rule, and `ring` rearranges the result. `hasDerivAt_density` differentiates $n$ once. In `split_slope`, `HasDerivAt.fun_sum` differentiates the finite sum term by term.

In `split_curvature`, the equation `e` gives the first derivative of the profile at every separation, which is needed before it can be differentiated again. The equation `en` does the same for the density. Then `hn` and `hg` are the two second derivatives, the latter obtained by using `hasDerivAt_pair` on the pairs $(\phi_i',\phi_i)$ and $(\phi_i,\phi_i')$. The sum $\sum_i f_i\phi_i\phi_i''$ is not eliminated explicitly. Both sides are written as sums over orbitals, and `ring` verifies the identity for each summand.

`midpoint_expansion` identifies the midpoint profile with the case $a=\tfrac12$ and specialises the two general results. In `exchange_curvature`, `hd` establishes that $g$ is differentiable everywhere, `hsq` is $(g^2)'=2gg'$, and `h2` differentiates this product at zero. The rule `HasDerivAt.lhopital_zero_nhdsNE` then leaves six conditions: the derivatives of numerator and denominator, a nonzero denominator derivative away from $s=0$, the two limits to zero, and the limit of the ratio of derivatives. The last comes from `h2` through `hasDerivAt_iff_tendsto_slope`. Only the existence of $g''(0)$ is used, which is why continuous second derivatives are unnecessary.

## A density matrix without orbitals

A different model would take $\gamma$ to be a symmetric, twice continuously differentiable function of two variables. The midpoint curvature would then be $n''/4-\partial_x\partial_y\gamma$, with the mixed derivative taken at $x=y=R$ and playing the part of $2\tau$. This would also admit sufficiently smooth density matrices with infinitely many natural orbitals. The proof would need the chain rule in two variables, whereas the finite orbital sum needs only ordinary derivatives.

## From a double integral to local quantities

For one spin channel and an even interaction $w$, the exchange energy can be written in midpoint and separation coordinates as

$$E_x=-\frac12\int dR\int ds\;w(s)\,g_R(s)^2 ,$$

where $g_R$ is the profile about $R$. If $w$ has short range and finite moments, truncating $g_R^2$ at second order gives the approximation

$$E_x\approx-\frac12\int dR\left[n^2\int w\,ds+n\left(\frac{n''}{4}-2\tau\right)\int s^2w\,ds\right].$$

To evaluate this approximation on a grid of values of $R$, one can sum $f_i\phi_i^2$, $f_i\phi_i'^2$ and $f_i\phi_i\phi_i''$ over the orbitals at each point, form $n$, $\tau$ and $n''$, and combine them with the two moments of $w$, which do not depend on $R$. These energy integrals and their truncation error lie beyond the Lean theorems, which concern the profile at a fixed $R$.

The harmonic-oscillator ground state $\phi(x)=\pi^{-1/4}e^{-x^2/2}$ with $f=1$ shows the numbers involved. Here $n''/4=(R^2-\tfrac12)n$ and $2\tau=R^2n$, so the midpoint curvature is $-n/2$ and the bracket contains $n^2\int(1-s^2/2)\,w\,ds$. The full profile is $g_R(s)^2=n^2e^{-s^2/2}$, whose expansion begins with the same two terms.
